# Triple integrals of Legendre polynomials vanish for odd index sums and outside the triangle

In a Hartree–Fock calculation for an atom with closed subshells, the exchange energy between two subshells is a sum over multipoles k. The Coulomb repulsion supplies infinitely many of them:

1/r₁₂ = Σ_k (r_<^k / r_>^(k+1)) P_k(cos γ)

Here r_< and r_> are the smaller and larger distances from the nucleus, γ is the angle between the two electron positions, and P_k is the Legendre polynomial of degree k. An atomic code based on this expansion nevertheless needs only a few radial integrals per pair of subshells, because the angular factor of every other term is zero.

## Which multipoles survive in closed-shell exchange

Let the subshells have angular momenta a and b. Summing over all their magnetic states with the addition theorem for spherical harmonics turns the angular part of the exchange term into a multiple of P_a P_b P_k, all at cos γ. Integrating over both directions leaves

½ (2a+1)(2b+1) ∫₋₁¹ P_a(x) P_b(x) P_k(x) dx

for electrons of equal spin. The integral vanishes if a + b + k is odd, or if one of the three indices exceeds the sum of the other two. The loop therefore runs over

k = |a−b|, |a−b|+2, …, a+b

For a p and a d subshell this leaves k = 1 and k = 3.

The rule holds for any real polynomials p_0, p_1, p_2, … such that p_n has exact degree n and is orthogonal on [−1, 1] to every polynomial of lower degree. These conditions fix the Legendre polynomials up to a nonzero factor for each n, which cannot affect a zero. In the general statement l, m and n are all degrees; m is not a magnetic quantum number.

## Derivation from degree and orthogonality

Write I(f) for the integral of f over [−1, 1]. It is linear and unchanged when f(x) is replaced by f(−x). If f is a nonzero polynomial, then I(f²) > 0: otherwise f² would vanish on the whole interval, and f would have infinitely many roots.

**Parity.** Define

r(x) = p_n(−x) − (−1)^n p_n(x)

The leading terms cancel, so r is zero or has degree below n. Multiply by r and integrate:

I(r²) = I(p_n(−x) r(x)) − (−1)^n I(p_n(x) r(x))

The last integral is zero by orthogonality. Reflection turns the first into I(p_n(x) r(−x)), which is zero for the same reason. Hence I(r²) = 0, so r = 0 and

p_n(−x) = (−1)^n p_n(x)

**Odd index sum.** Let F = p_l p_m p_n with l + m + n odd. Then F(−x) = −F(x), so I(F) = −I(F) and I(F) = 0.

**Outside the triangle.** If l > m + n, the product p_m p_n has degree m + n < l and is orthogonal to p_l. The other two cases follow by exchanging the factors.

**On the edge.** Let l = m + n, and let λ_n be the leading coefficient of p_n. With c = λ_m λ_n / λ_(m+n),

p_m p_n = c p_(m+n) + s

where s is zero or has degree below m + n. Orthogonality removes s, so

I(p_(m+n) p_m p_n) = c I(p_(m+n)²) ≠ 0

In the exchange sum, k = |a−b| and k = a+b both lie on an edge, so their angular factors are nonzero.

**The Legendre polynomials qualify.** The Rodrigues formula is

P_n(x) = 1/(2^n n!) · dⁿ/dxⁿ (x²−1)^n

Differentiating the leading term x^(2n) gives P_n the leading coefficient (2n)!/(2^n (n!)²), so its degree is n. For orthogonality, set u = (x²−1)^n and let q have degree below n. One integration by parts gives

I(u⁽ⁿ⁾ q) = [u⁽ⁿ⁻¹⁾ q]₋₁¹ − I(u⁽ⁿ⁻¹⁾ q′)

Every derivative of u of order below n still contains the factor x²−1, so the boundary term vanishes. After n such steps the integrand contains q⁽ⁿ⁾ = 0. For n = 0 the only admissible q is zero.

**Without orthogonality.** The monomials p_n = x^n have the right degree and parity, yet for l = 2 and m = n = 0 the integral is

∫₋₁¹ x² dx = 2/3

Degree and parity alone therefore do not give the triangle rule.

## The Lean file

```lean
import Mathlib

open Polynomial

namespace GauntSelectionRule

noncomputable section

/-- The integral of a real polynomial over the interval [-1, 1]. -/
def integ (f : ℝ[X]) : ℝ := ∫ x in (-1 : ℝ)..1, f.eval x

/-- A Legendre family, in any normalisation: `p n` has degree `n` and is orthogonal on [-1, 1]
to every polynomial of lower degree. -/
structure IsLegendreFamily (p : ℕ → ℝ[X]) : Prop where
  deg : ∀ n : ℕ, (p n).degree = (n : WithBot ℕ)
  orth : ∀ (n : ℕ) (q : ℝ[X]), q.degree < (n : WithBot ℕ) → integ (p n * q) = 0

/-- The Legendre polynomials by the Rodrigues formula: the `n`-th derivative of `(x² - 1)^n`,
divided by `2^n n!`. -/
def rodrigues (n : ℕ) : ℝ[X] :=
  C (1 / (2 ^ n * (n.factorial : ℝ))) * derivative^[n] ((X ^ 2 - 1) ^ n)

/-- The integral over [-1, 1] is linear. -/
theorem integ_linear (a : ℝ) (f g : ℝ[X]) :
    integ (C a * f + g) = a * integ f + integ g := by
  have hf : IntervalIntegrable (fun x => a * f.eval x) MeasureTheory.volume (-1) 1 :=
    (continuous_const.mul f.continuous).intervalIntegrable _ _
  have hg : IntervalIntegrable (fun x => g.eval x) MeasureTheory.volume (-1) 1 :=
    g.continuous.intervalIntegrable _ _
  simp only [integ, eval_add, eval_mul, eval_C]
  rw [intervalIntegral.integral_add hf hg, intervalIntegral.integral_const_mul]

/-- The integral over [-1, 1] is unchanged by the reflection `x → -x`. -/
theorem integ_reflect (f : ℝ[X]) : integ (f.comp (-X)) = integ f := by
  simp only [integ, eval_comp, eval_neg, eval_X]
  have h := intervalIntegral.integral_comp_neg (a := (-1 : ℝ)) (b := 1) (fun x => f.eval x)
  rw [neg_neg] at h
  exact h

/-- The square of a nonzero polynomial has a positive integral over [-1, 1]. -/
theorem integ_sq_pos (f : ℝ[X]) (hf : f ≠ 0) : 0 < integ (f * f) := by
  unfold integ
  refine intervalIntegral.integral_pos (by norm_num) (f * f).continuous.continuousOn
    (fun x _ => by rw [eval_mul]; exact mul_self_nonneg _) ?_
  by_contra h
  push Not at h
  -- otherwise every point of the interval would be a root
  refine hf (eq_zero_of_infinite_isRoot f
    ((Set.Icc_infinite (by norm_num : (-1 : ℝ) < 1)).mono fun x hx => ?_))
  have h1 := h x hx
  rw [eval_mul] at h1
  exact mul_self_eq_zero.1 (le_antisymm h1 (mul_self_nonneg _))

/-- Each member of a Legendre family has parity `(-1)^n`: `p n (-x) = (-1)^n p n (x)`. -/
theorem IsLegendreFamily.parity {p : ℕ → ℝ[X]} (hp : IsLegendreFamily p) (n : ℕ) :
    (p n).comp (-X) = C ((-1 : ℝ) ^ n) * p n := by
  have hP : (p n).natDegree = n := natDegree_eq_of_degree_eq_some (hp.deg n)
  have hP0 : p n ≠ 0 := ne_zero_of_coe_le_degree (hp.deg n).ge
  have hs : (-1 : ℝ) ^ n ≠ 0 := pow_ne_zero _ (by norm_num)
  have hlc : ((p n).comp (-X)).leadingCoeff = (p n).leadingCoeff * (-1) ^ n := by
    rw [leadingCoeff_comp (by rw [natDegree_neg, natDegree_X]; exact one_ne_zero),
      leadingCoeff_neg, leadingCoeff_X, hP]
  have hA0 : (p n).comp (-X) ≠ 0 := by
    rw [← leadingCoeff_ne_zero, hlc]
    exact mul_ne_zero (leadingCoeff_ne_zero.2 hP0) hs
  have hA : ((p n).comp (-X)).degree = n := by
    rw [degree_eq_natDegree hA0, natDegree_comp, natDegree_neg, natDegree_X, mul_one, hP]
  obtain ⟨r, hr⟩ : ∃ r, r = (p n).comp (-X) - C ((-1 : ℝ) ^ n) * p n := ⟨_, rfl⟩
  -- the leading terms cancel in the difference r
  have hrd : r.degree < n := by
    rw [hr, ← hA]
    refine degree_sub_lt_left ?_ hA0 ?_
    · rw [hA, degree_C_mul hs, hp.deg]
    · rw [hlc, leadingCoeff_mul, leadingCoeff_C, mul_comm]
  by_contra hne
  have hr0 : r ≠ 0 := by rw [hr]; exact sub_ne_zero.2 hne
  have hrn : r.natDegree < n := (natDegree_lt_iff_degree_lt hr0).2 hrd
  have hrc : (r.comp (-X)).degree < n := by
    refine degree_le_natDegree.trans_lt ?_
    rw [natDegree_comp, natDegree_neg, natDegree_X, mul_one]
    exact_mod_cast hrn
  have h1 : (p n).comp (-X) * r = (p n * r.comp (-X)).comp (-X) := by
    rw [Polynomial.mul_comp, comp_assoc, neg_comp, X_comp, neg_neg, comp_X]
  -- expand r * r into two terms whose integrals vanish by orthogonality
  have h2 : r * r = C (-(-1 : ℝ) ^ n) * (p n * r) + (p n).comp (-X) * r := by
    rw [C_neg]
    linear_combination r * hr
  have h3 := integ_sq_pos r hr0
  rw [h2, integ_linear, h1, integ_reflect, hp.orth n _ hrd, hp.orth n _ hrc] at h3
  simp at h3

/-- Gaunt selection rule without magnetic quantum numbers: for a Legendre family `p`, the integral
of `p l * p m * p n` over [-1, 1] vanishes if `l + m + n` is odd or if one index exceeds the sum of
the other two. -/
theorem gaunt_selection_rule {p : ℕ → ℝ[X]} (hp : IsLegendreFamily p) (l m n : ℕ)
    (h : Odd (l + m + n) ∨ m + n < l ∨ l + n < m ∨ l + m < n) :
    integ (p l * p m * p n) = 0 := by
  -- a product of two members of too low total degree is orthogonal to the third
  have key : ∀ a b c : ℕ, b + c < a → integ (p a * (p b * p c)) = 0 := by
    intro a b c habc
    have hd : (p b * p c).degree < (a : WithBot ℕ) := by
      rw [degree_mul, hp.deg b, hp.deg c]
      exact_mod_cast habc
    exact hp.orth a (p b * p c) hd
  rcases h with h | h | h | h
  · have hs : C ((-1 : ℝ) ^ l) * C ((-1 : ℝ) ^ m) * C ((-1 : ℝ) ^ n) = C (-1 : ℝ) := by
      rw [← C_mul, ← C_mul, ← pow_add, ← pow_add, h.neg_one_pow]
    have hF : (p l * p m * p n).comp (-X) = C (-1 : ℝ) * (p l * p m * p n) + 0 := by
      rw [Polynomial.mul_comp, Polynomial.mul_comp, hp.parity l, hp.parity m, hp.parity n]
      linear_combination (p l * p m * p n) * hs
    have h0 : integ 0 = 0 := by simp [integ]
    have h1 := integ_reflect (p l * p m * p n)
    rw [hF, integ_linear, h0] at h1
    linarith
  · rw [mul_assoc]
    exact key l m n h
  · rw [show p l * p m * p n = p m * (p l * p n) by ring]
    exact key m l n h
  · rw [show p l * p m * p n = p n * (p l * p m) by ring]
    exact key n l m h

/-- The triangle condition is sharp: for a Legendre family `p`, the integral of
`p (m + n) * p m * p n` over [-1, 1] is nonzero. -/
theorem gaunt_stretched_ne_zero {p : ℕ → ℝ[X]} (hp : IsLegendreFamily p) (m n : ℕ) :
    integ (p (m + n) * p m * p n) ≠ 0 := by
  have h0 : ∀ k, p k ≠ 0 := fun k => ne_zero_of_coe_le_degree (hp.deg k).ge
  have hQ0 : p m * p n ≠ 0 := mul_ne_zero (h0 m) (h0 n)
  have hQ : (p m * p n).degree = ((m + n : ℕ) : WithBot ℕ) := by
    rw [degree_mul, hp.deg m, hp.deg n, Nat.cast_add]
  have hl : (p (m + n)).leadingCoeff ≠ 0 := leadingCoeff_ne_zero.2 (h0 _)
  obtain ⟨c, hc⟩ : ∃ c, c = (p m * p n).leadingCoeff / (p (m + n)).leadingCoeff := ⟨_, rfl⟩
  have hc0 : c ≠ 0 := by rw [hc]; exact div_ne_zero (leadingCoeff_ne_zero.2 hQ0) hl
  -- split off the component of p m * p n along p (m + n)
  have hr : (p m * p n - C c * p (m + n)).degree < ((m + n : ℕ) : WithBot ℕ) := by
    rw [← hQ]
    refine degree_sub_lt_left ?_ hQ0 ?_
    · rw [hQ, degree_C_mul hc0, hp.deg]
    · rw [leadingCoeff_mul (C c), leadingCoeff_C, hc, div_mul_cancel₀ _ hl]
  rw [show p (m + n) * p m * p n = C c * (p (m + n) * p (m + n))
      + p (m + n) * (p m * p n - C c * p (m + n)) by ring,
    integ_linear, hp.orth _ _ hr, add_zero]
  exact mul_ne_zero hc0 (integ_sq_pos _ (h0 _)).ne'

/-- If `(x² - 1)^(n+1)` divides `u`, then `x² - 1` divides the `n`-th derivative of `u`. -/
theorem dvd_iterate_derivative (n : ℕ) (u : ℝ[X]) (h : (X ^ 2 - 1) ^ (n + 1) ∣ u) :
    (X ^ 2 - 1) ∣ derivative^[n] u := by
  induction n generalizing u with
  | zero => simpa using h
  | succ k ih =>
    rw [Function.iterate_succ_apply]
    apply ih
    obtain ⟨v, rfl⟩ := h
    rw [derivative_mul, derivative_pow_succ]
    exact dvd_add (((dvd_mul_left _ _).mul_right _).mul_right _)
      ((pow_dvd_pow _ (Nat.le_succ _)).mul_right _)

/-- If `(x² - 1)^n` divides `u`, the `n`-th derivative of `u` is orthogonal on [-1, 1] to every
polynomial of degree below `n`. -/
theorem integ_iterate_derivative (n : ℕ) (u q : ℝ[X]) (hu : (X ^ 2 - 1) ^ n ∣ u)
    (hq : q.degree < n) : integ (derivative^[n] u * q) = 0 := by
  induction n generalizing q with
  | zero =>
    have h : q = 0 := by
      ext k
      simpa using (degree_lt_iff_coeff_zero q 0).1 hq k (Nat.zero_le k)
    simp [integ, h]
  | succ k ih =>
    have hq' : (derivative q).degree < k := by
      rw [degree_lt_iff_coeff_zero] at hq ⊢
      intro j hj
      rw [coeff_derivative, hq (j + 1) (by omega), zero_mul]
    have hi := ih (derivative q) ((pow_dvd_pow _ (Nat.le_succ k)).trans hu) hq'
    obtain ⟨v, hv⟩ := dvd_iterate_derivative k u hu
    -- the boundary term of the integration by parts vanishes
    have hb : integ (derivative (derivative^[k] u * q)) = 0 := by
      unfold integ
      rw [intervalIntegral.integral_eq_sub_of_hasDerivAt
        (fun x _ => (derivative^[k] u * q).hasDerivAt x)
        ((derivative (derivative^[k] u * q)).continuous.intervalIntegrable _ _), hv]
      simp
    have hparts : derivative (derivative^[k] u) * q
        = C (-1 : ℝ) * (derivative^[k] u * derivative q)
          + derivative (derivative^[k] u * q) := by
      rw [derivative_mul, C_neg, C_1]
      ring
    rw [Function.iterate_succ_apply', hparts, integ_linear, hi, hb]
    ring

/-- The Legendre polynomials of the Rodrigues formula form a Legendre family. -/
theorem isLegendreFamily_witness : IsLegendreFamily rodrigues := by
  have ha : ∀ n : ℕ, 1 / (2 ^ n * (n.factorial : ℝ)) ≠ 0 := fun n => by positivity
  refine ⟨fun n => ?_, fun n q hq => ?_⟩
  · have hX : (X ^ 2 - 1 : ℝ[X]) = X ^ 2 - C 1 := by rw [C_1]
    have hm : ((X ^ 2 - 1 : ℝ[X]) ^ n).Monic := by
      rw [hX]
      exact (monic_X_pow_sub_C (1 : ℝ) two_ne_zero).pow n
    have hd : ((X ^ 2 - 1 : ℝ[X]) ^ n).natDegree = n + n := by
      rw [natDegree_pow, hX, natDegree_X_pow_sub_C]
      ring
    have hc := hm.coeff_natDegree
    rw [hd] at hc
    rw [rodrigues, degree_C_mul (ha n)]
    apply le_antisymm
    · rw [degree_le_iff_coeff_zero]
      intro j hj
      have hj' : n < j := by exact_mod_cast hj
      rw [coeff_iterate_derivative, coeff_eq_zero_of_natDegree_lt (by omega), smul_zero]
    · apply le_degree_of_ne_zero
      rw [coeff_iterate_derivative, hc, nsmul_one]
      refine Nat.cast_ne_zero.2 fun h => ?_
      have := Nat.descFactorial_eq_zero_iff_lt.1 h
      omega
  · have h0 : integ 0 = 0 := by simp [integ]
    rw [rodrigues, mul_assoc, ← add_zero (C _ * _), integ_linear,
      integ_iterate_derivative n _ q dvd_rfl hq, h0]
    ring

end

end GauntSelectionRule
```

```lean
#print axioms GauntSelectionRule.gaunt_selection_rule
#print axioms GauntSelectionRule.gaunt_stretched_ne_zero
```

```
'GauntSelectionRule.gaunt_selection_rule' depends on axioms: [propext, Classical.choice, Quot.sound]
'GauntSelectionRule.gaunt_stretched_ne_zero' depends on axioms: [propext, Classical.choice, Quot.sound]
```

## What the theorems say about the integrals

`integ f` is the integral of a real polynomial over [−1, 1] with weight 1. The sequence `p : ℕ → ℝ[X]` assigns a polynomial to each degree, and `IsLegendreFamily p` contains the two hypotheses: `deg` for the exact degree and `orth` for orthogonality to all lower degrees. The zero polynomial has degree below every natural number in Lean, so at n = 0 the field `orth` tests only q = 0. No normalisation is imposed, and parity is proved in `IsLegendreFamily.parity`, where composition with `-X` expresses x → −x.

In `gaunt_selection_rule`, the hypothesis `h` offers four alternatives: an odd index sum, or one of the three violations of the triangle condition. Any one of them makes the integral zero. `gaunt_stretched_ne_zero` shows that the integral is nonzero on the edge, and `isLegendreFamily_witness` shows that the polynomials defined by `rodrigues`, with the textbook prefactor, satisfy both hypotheses.

For a code, this justifies skipping the excluded multipoles in closed-shell exchange. The reduction of the two-electron angular integral to a triple product of Legendre polynomials is the physical step that precedes the theorems. Gaunt coefficients with nonzero magnetic quantum numbers involve associated Legendre functions and need a separate argument. For an even index sum strictly inside the triangle, such as l = m = n = 2, the theorems leave the value open.

## How Lean carries out the steps

`integ_linear`, `integ_reflect` and `integ_sq_pos` establish the three properties of I. In the parity proof, `hrd` records that the leading terms of r cancel. The identity `h2` expands r², and rewriting with reflection and orthogonality turns the positivity statement `h3` into 0 < 0, which contradicts r ≠ 0.

The selection rule splits `h` into its four cases. For an odd sum, `hF` states that the integrand changes sign under reflection, and `linarith` concludes from I(F) = −I(F). The other cases use `key`, the degree argument for one factor against the product of the other two, after `ring` or `mul_assoc` has regrouped the factors. The edge theorem subtracts the component along `p (m + n)`; `hr` bounds the degree of the remainder, and positivity of the square finishes the proof.

For the Rodrigues polynomials, `dvd_iterate_derivative` keeps track of the surviving factor x²−1. `integ_iterate_derivative` performs the integrations by parts by induction on n: `hparts` is the product rule, and `hb` evaluates the boundary term as zero. The final theorem sets aside the nonzero prefactor, which does not change the degree, and reads the degree from the coefficients of the n-th derivative: those above n vanish, and the one at n is a nonzero descending factorial.
